# Eigenvalues of an over-relaxed linear two-subsystem sweep, from those of the simultaneous update

## More over-relaxation, slower freeze-and-thaw?

I relax two embedded subsystems in turn, each in the frozen field of the other. Stepping past each new solution by a factor $w$ slightly above 1 saves cycles, but a larger $w$ loses the gain again. Can I predict this from the coupling between the subsystems?

## One quadratic links the two spectra

Yes, near the fixed point. A complex number $u$ is an eigenvalue of the relaxed sweep exactly when

$$(u+w-1)^2 = w^2\,u\,l^2$$

for some eigenvalue $l$ of the simultaneous update $x'=Ay,\ y'=Bx$. Here $x$ and $y$ are the deviations of the subsystems from self-consistency, and $A$ and $B$ are their linearised responses to each other. Textbooks on over-relaxation usually write $\omega$ and $\lambda$ for $w$ and $u$.

The sweep is $x'=(1-w)x+wAy$, then $y'=(1-w)y+wBx'$. For an eigenvector, $x'=ux$ and $y'=uy$. With $s=u+w-1$ this gives

$$wAy=s\,x,\qquad wu\,Bx=s\,y.$$

Choose $r$ with $r^2=u$.

- **If $wr\neq0$**, put $l=s/(wr)$. Then $Ay=l(rx)$ and $B(rx)=ly$, so $(rx,y)$ is an eigenvector of the simultaneous update, and $s^2=w^2ul^2$.
- **If $wr=0$**, then $wu=0$ and $sy=0$. Were $s\neq0$, then $y=0$, hence $x=0$, a contradiction. So $s=0$, and any eigenvalue $l$ satisfies the relation.

Conversely, let $Aq=lp$, $Bp=lq$ and $s^2=w^2ul^2$. Choose the sign of $r$ so that $s=wrl$. Then $(p,rq)$ solves the sweep equations. If it vanishes, then $p=0$, $q\ne0$ and $r=0$, so $u=s=0$ and $(p,q)$ itself serves.

Expanded, the relation reads

$$u^2-\bigl(w^2l^2-2(w-1)\bigr)u+(w-1)^2=0.$$

The two roots have product $(w-1)^2$, so one has modulus at least $|w-1|$. Now let $w$ and all $l$ be real, with $w^2l^2\le4(w-1)$. The discriminant is then not positive, the roots are conjugate or equal, and every $|u|$ is $w-1$.

If $l^2\le\mu^2\le1$ for all $l$, Young's factor $w=2/(1+\sqrt{1-\mu^2})$ satisfies $w^2\mu^2=4(w-1)$, which gives

$$|u|=\frac{1-\sqrt{1-\mu^2}}{1+\sqrt{1-\mu^2}}.$$

For a largest $|l|$ of $0.8$, the plain sweep ($w=1$) has largest eigenvalue $0.64$; $w=1.25$ brings every modulus to $0.25$. From there up to $w=2$ the modulus is $w-1$ and grows, so in this linear model too a larger $w$ loses the gain again.

```lean
import Mathlib

open Matrix
open Module.End (HasEigenvalue)

namespace OverrelaxedFreezeThaw

noncomputable section

variable {m n : Type*} [Fintype m] [Fintype n]

/-- The simultaneous update of two coupled subsystems: `x' = A y`, `y' = B x`. -/
def simultaneous (A : Matrix m n ℂ) (B : Matrix n m ℂ) :
    Module.End ℂ ((m → ℂ) × (n → ℂ)) where
  toFun z := (A *ᵥ z.2, B *ᵥ z.1)
  map_add' z z' := by
    apply Prod.ext <;> simp [Matrix.mulVec_add]
  map_smul' c z := by
    apply Prod.ext <;> simp [Matrix.mulVec_smul]

/-- The relaxed freeze-and-thaw sweep: `x' = (1-w) x + w A y`, and then
`y' = (1-w) y + w B x'` with the new `x'`. -/
def sweep (A : Matrix m n ℂ) (B : Matrix n m ℂ) (w : ℂ) :
    Module.End ℂ ((m → ℂ) × (n → ℂ)) where
  toFun z := ((1 - w) • z.1 + w • (A *ᵥ z.2),
    (1 - w) • z.2 + w • (B *ᵥ ((1 - w) • z.1 + w • (A *ᵥ z.2))))
  map_add' z z' := by
    apply Prod.ext <;>
      simp only [Prod.fst_add, Prod.snd_add, Matrix.mulVec_add, Matrix.mulVec_smul] <;> module
  map_smul' c z := by
    apply Prod.ext <;>
      simp only [Prod.smul_fst, Prod.smul_snd, Matrix.mulVec_add, Matrix.mulVec_smul,
        RingHom.id_apply] <;> module

/-- The simultaneous update is multiplication by the block matrix `[[0, A], [B, 0]]`. -/
theorem simultaneous_eq_block (A : Matrix m n ℂ) (B : Matrix n m ℂ) (x : m → ℂ) (y : n → ℂ) :
    fromBlocks 0 A B 0 *ᵥ Sum.elim x y =
      Sum.elim (simultaneous A B (x, y)).1 (simultaneous A B (x, y)).2 := by
  simp [Matrix.fromBlocks_mulVec, simultaneous]

/-- The eigenvector equations of the simultaneous update, subsystem by subsystem. -/
theorem simultaneous_eq_smul_iff (A : Matrix m n ℂ) (B : Matrix n m ℂ) (l : ℂ)
    (x : m → ℂ) (y : n → ℂ) :
    simultaneous A B (x, y) = l • (x, y) ↔ A *ᵥ y = l • x ∧ B *ᵥ x = l • y := by
  have h : simultaneous A B (x, y) = (A *ᵥ y, B *ᵥ x) := rfl
  rw [h, Prod.smul_mk, Prod.mk.injEq]

/-- The eigenvector equations of the relaxed sweep, with the updated `x'` eliminated. -/
theorem sweep_eq_smul_iff (A : Matrix m n ℂ) (B : Matrix n m ℂ) (w u : ℂ)
    (x : m → ℂ) (y : n → ℂ) :
    sweep A B w (x, y) = u • (x, y) ↔
      w • (A *ᵥ y) = (u + w - 1) • x ∧ (w * u) • (B *ᵥ x) = (u + w - 1) • y := by
  have h : sweep A B w (x, y) = ((1 - w) • x + w • (A *ᵥ y),
    (1 - w) • y + w • (B *ᵥ ((1 - w) • x + w • (A *ᵥ y)))) := rfl
  rw [h, Prod.smul_mk, Prod.mk.injEq]
  constructor
  · rintro ⟨h1, h2⟩
    rw [h1, Matrix.mulVec_smul] at h2
    exact ⟨by linear_combination (norm := module) h1,
      by linear_combination (norm := module) h2⟩
  · rintro ⟨h1, h2⟩
    have h3 : (1 - w) • x + w • (A *ᵥ y) = u • x := by
      linear_combination (norm := module) h1
    refine ⟨h3, ?_⟩
    rw [h3, Matrix.mulVec_smul]
    linear_combination (norm := module) h2

/-- A complex number `u` is an eigenvalue of the relaxed sweep if and only if
`(u + w - 1)² = w² u l²` for some eigenvalue `l` of the simultaneous update. -/
theorem sweep_hasEigenvalue_iff (A : Matrix m n ℂ) (B : Matrix n m ℂ) (w u : ℂ) :
    HasEigenvalue (sweep A B w) u ↔
      ∃ l, HasEigenvalue (simultaneous A B) l ∧ (u + w - 1) ^ 2 = w ^ 2 * u * l ^ 2 := by
  obtain ⟨r, hr⟩ := IsAlgClosed.exists_pow_nat_eq u (n := 2) two_pos
  constructor
  · intro h
    obtain ⟨⟨x, y⟩, hz⟩ := h.exists_hasEigenvector
    have hne := hz.2
    obtain ⟨h1, h2⟩ := (sweep_eq_smul_iff A B w u x y).1 hz.apply_eq_smul
    by_cases hwr : w * r = 0
    · -- degenerate case: both sides of the relation vanish, for any `l`
      have hs : u + w - 1 = 0 := by
        by_contra hs
        have hwu : w * u = 0 := by linear_combination r * hwr - w * hr
        rw [hwu, zero_smul] at h2
        have hy : y = 0 := (smul_eq_zero.1 h2.symm).resolve_left hs
        rw [hy, Matrix.mulVec_zero, smul_zero] at h1
        exact hne (Prod.mk_eq_zero.2 ⟨(smul_eq_zero.1 h1.symm).resolve_left hs, hy⟩)
      have : Nontrivial ((m → ℂ) × (n → ℂ)) := ⟨⟨(x, y), 0, hne⟩⟩
      obtain ⟨l, hl⟩ := Module.End.exists_eigenvalue (simultaneous A B)
      exact ⟨l, hl, by
        linear_combination (u + w - 1) * hs - w * r * l ^ 2 * hwr + w ^ 2 * l ^ 2 * hr⟩
    · -- rescale the first subsystem by the square root `r` of `u`
      obtain ⟨hw, hr0⟩ := mul_ne_zero_iff.1 hwr
      obtain ⟨l, hl⟩ : ∃ l, w * r * l = u + w - 1 :=
        ⟨(u + w - 1) / (w * r), mul_div_cancel₀ _ hwr⟩
      have e1 : w • (A *ᵥ y) = w • (l • (r • x)) := by
        rw [h1, ← hl]; module
      have e2 : (w * r) • (r • (B *ᵥ x)) = (w * r) • (l • y) := by
        calc (w * r) • (r • (B *ᵥ x)) = (w * u) • (B *ᵥ x) := by rw [← hr]; module
          _ = (w * r) • (l • y) := by rw [h2, ← hl]; module
      refine ⟨l, Module.End.hasEigenvalue_of_hasEigenvector (x := (r • x, y))
        ⟨Module.End.mem_eigenspace_iff.2 ((simultaneous_eq_smul_iff A B l _ _).2
          ⟨smul_right_injective _ hw e1, ?_⟩), fun h0 => ?_⟩, ?_⟩
      · rw [Matrix.mulVec_smul]
        exact smul_right_injective _ hwr e2
      · obtain ⟨hx, hy⟩ := Prod.mk_eq_zero.1 h0
        exact hne (Prod.mk_eq_zero.2 ⟨(smul_eq_zero.1 hx).resolve_left hr0, hy⟩)
      · linear_combination -(u + w - 1 + w * r * l) * hl + w ^ 2 * l ^ 2 * hr
  · rintro ⟨l, hl, hq⟩
    obtain ⟨⟨p, q⟩, hz⟩ := hl.exists_hasEigenvector
    obtain ⟨h1, h2⟩ := (simultaneous_eq_smul_iff A B l p q).1 hz.apply_eq_smul
    -- choose the sign of the square root
    obtain ⟨r, hr, hs⟩ : ∃ r, r ^ 2 = u ∧ u + w - 1 = w * r * l := by
      have h : (u + w - 1) ^ 2 = (w * r * l) ^ 2 := by
        linear_combination hq - w ^ 2 * l ^ 2 * hr
      rcases sq_eq_sq_iff_eq_or_eq_neg.1 h with h | h
      · exact ⟨r, hr, h⟩
      · exact ⟨-r, by rw [neg_sq, hr], by linear_combination h⟩
    by_cases h0 : (p, r • q) = 0
    · obtain ⟨hp, hrq⟩ := Prod.mk_eq_zero.1 h0
      have hq0 : q ≠ 0 := fun h => hz.2 (Prod.mk_eq_zero.2 ⟨hp, h⟩)
      have hr0 := (smul_eq_zero.1 hrq).resolve_right hq0
      refine Module.End.hasEigenvalue_of_hasEigenvector (x := (p, q))
        ⟨Module.End.mem_eigenspace_iff.2 ((sweep_eq_smul_iff A B w u _ _).2 ⟨?_, ?_⟩), hz.2⟩
      · rw [h1, hp]; simp
      · rw [hs, hp, hr0]; simp
    · refine Module.End.hasEigenvalue_of_hasEigenvector (x := (p, r • q))
        ⟨Module.End.mem_eigenspace_iff.2 ((sweep_eq_smul_iff A B w u _ _).2 ⟨?_, ?_⟩), h0⟩
      · rw [Matrix.mulVec_smul, h1, hs]; module
      · rw [h2, hs, ← hr]; module

/-- If the first subsystem is not empty, some eigenvalue of the relaxed sweep has modulus at
least `|w - 1|`. -/
theorem exists_eigenvalue_norm_ge [Nonempty m] (A : Matrix m n ℂ) (B : Matrix n m ℂ) (w : ℂ) :
    ∃ u, HasEigenvalue (sweep A B w) u ∧ ‖w - 1‖ ≤ ‖u‖ := by
  obtain ⟨l, hl⟩ := Module.End.exists_eigenvalue (simultaneous A B)
  obtain ⟨b, hb⟩ : ∃ b, b = 2 * (w - 1) - w ^ 2 * l ^ 2 := ⟨_, rfl⟩
  obtain ⟨d, hd⟩ := IsAlgClosed.exists_pow_nat_eq (b ^ 2 - 4 * (w - 1) ^ 2) (n := 2) two_pos
  by_contra! hcon
  -- the two roots belonging to `l` have product `(w - 1)²`
  have h1 := hcon ((-b + d) / 2) ((sweep_hasEigenvalue_iff A B w _).2
    ⟨l, hl, by linear_combination hd / 4 - (-b + d) / 2 * hb⟩)
  have h2 := hcon ((-b - d) / 2) ((sweep_hasEigenvalue_iff A B w _).2
    ⟨l, hl, by linear_combination hd / 4 - (-b - d) / 2 * hb⟩)
  have hp : (-b + d) / 2 * ((-b - d) / 2) = (w - 1) ^ 2 := by linear_combination -hd / 4
  have h3 := mul_lt_mul'' h1 h2 (norm_nonneg _) (norm_nonneg _)
  rw [← norm_mul, hp, norm_pow, sq] at h3
  exact lt_irrefl _ h3

/-- For real `w`, if every eigenvalue `t` of the simultaneous update is real with
`w² t² ≤ 4 (w - 1)`, then every eigenvalue of the relaxed sweep has modulus `w - 1`. -/
theorem norm_eigenvalue_eq (A : Matrix m n ℂ) (B : Matrix n m ℂ) (w : ℝ) (u : ℂ)
    (h : ∀ l, HasEigenvalue (simultaneous A B) l →
      ∃ t : ℝ, l = t ∧ w ^ 2 * t ^ 2 ≤ 4 * (w - 1))
    (hu : HasEigenvalue (sweep A B (w : ℂ)) u) : ‖u‖ = w - 1 := by
  obtain ⟨l, hl, hq⟩ := (sweep_hasEigenvalue_iff A B w u).1 hu
  obtain ⟨t, rfl, ht⟩ := h l hl
  have hpos : 0 ≤ w ^ 2 * t ^ 2 := by positivity
  obtain ⟨c, hc⟩ : ∃ c : ℝ, c = w ^ 2 * t ^ 2 / 2 - (w - 1) := ⟨_, rfl⟩
  have e : u * u - ((2 * c : ℝ) : ℂ) * u + (((w - 1) ^ 2 : ℝ) : ℂ) = 0 := by
    rw [hc]; push_cast; linear_combination hq
  have hre := congrArg Complex.re e
  have him := congrArg Complex.im e
  simp only [Complex.add_re, Complex.sub_re, Complex.mul_re, Complex.ofReal_re,
    Complex.ofReal_im, Complex.zero_re] at hre
  simp only [Complex.add_im, Complex.sub_im, Complex.mul_im, Complex.ofReal_re,
    Complex.ofReal_im, Complex.zero_im] at him
  have hck : 0 ≤ (w - 1 - c) * (w - 1 + c) :=
    mul_nonneg (by linarith) (by linarith)
  -- the discriminant is not positive, so the real part of `u` is `c`
  have hac : u.re = c := by
    by_cases hb : u.im = 0
    · rw [hb] at hre
      have h0 : (u.re - c) ^ 2 = 0 := le_antisymm (by nlinarith) (sq_nonneg _)
      exact sub_eq_zero.1 (pow_eq_zero_iff two_ne_zero |>.1 h0)
    · exact mul_left_cancel₀ hb (by linear_combination him / 2)
  refine (sq_eq_sq₀ (norm_nonneg u) (by linarith)).1 ?_
  rw [Complex.sq_norm, Complex.normSq_apply]
  linear_combination -hre + 2 * u.re * hac

/-- Young's relaxation factor `2 / (1 + √(1 - μ²))`, for real `μ` with `μ² ≤ 1`. -/
def youngFactor (μ : ℝ) : ℝ := 2 / (1 + √(1 - μ ^ 2))

/-- If every eigenvalue `t` of the simultaneous update is real with `t² ≤ μ² ≤ 1`, then with
Young's factor every eigenvalue of the sweep has modulus `(1 - √(1 - μ²)) / (1 + √(1 - μ²))`. -/
theorem norm_eigenvalue_youngFactor (A : Matrix m n ℂ) (B : Matrix n m ℂ) (μ : ℝ) (u : ℂ)
    (hμ : μ ^ 2 ≤ 1)
    (h : ∀ l, HasEigenvalue (simultaneous A B) l → ∃ t : ℝ, l = t ∧ t ^ 2 ≤ μ ^ 2)
    (hu : HasEigenvalue (sweep A B (youngFactor μ : ℂ)) u) :
    ‖u‖ = (1 - √(1 - μ ^ 2)) / (1 + √(1 - μ ^ 2)) := by
  have hs : √(1 - μ ^ 2) ^ 2 = 1 - μ ^ 2 := Real.sq_sqrt (by linarith)
  have hne : 1 + √(1 - μ ^ 2) ≠ 0 := by positivity
  have hw : youngFactor μ * (1 + √(1 - μ ^ 2)) = 2 := div_mul_cancel₀ _ hne
  -- Young's factor solves `w² μ² = 4 (w - 1)`
  have hq : youngFactor μ ^ 2 * μ ^ 2 = 4 * (youngFactor μ - 1) := by
    linear_combination youngFactor μ ^ 2 * hs +
      (youngFactor μ * (1 - √(1 - μ ^ 2)) - 2) * hw
  rw [norm_eigenvalue_eq A B (youngFactor μ) u (fun l hl => ?_) hu, eq_div_iff hne]
  · linear_combination hw
  · obtain ⟨t, hlt, ht⟩ := h l hl
    exact ⟨t, hlt, (mul_le_mul_of_nonneg_left ht (sq_nonneg _)).trans hq.le⟩

end

end OverrelaxedFreezeThaw
```

```lean
#print axioms OverrelaxedFreezeThaw.simultaneous_eq_block
#print axioms OverrelaxedFreezeThaw.sweep_hasEigenvalue_iff
#print axioms OverrelaxedFreezeThaw.exists_eigenvalue_norm_ge
#print axioms OverrelaxedFreezeThaw.norm_eigenvalue_youngFactor
```

```
'OverrelaxedFreezeThaw.simultaneous_eq_block' depends on axioms: [propext, Classical.choice, Quot.sound]
'OverrelaxedFreezeThaw.sweep_hasEigenvalue_iff' depends on axioms: [propext, Classical.choice, Quot.sound]
'OverrelaxedFreezeThaw.exists_eigenvalue_norm_ge' depends on axioms: [propext, Classical.choice, Quot.sound]
'OverrelaxedFreezeThaw.norm_eigenvalue_youngFactor' depends on axioms: [propext, Classical.choice, Quot.sound]
```

## What the theorems say about your cycles

`simultaneous A B` and `sweep A B w` are linear maps on pairs of complex vectors, whose finite lengths may differ. `HasEigenvalue` means that a nonzero eigenvector exists. `simultaneous_eq_block` identifies the first map with the block matrix $[[0,A],[B,0]]$.

`sweep_hasEigenvalue_iff` holds for all complex `w` and `u`, zero included. `exists_eigenvalue_norm_ge` assumes a non-empty first subsystem; the bound also holds if only the second is non-empty, since the sweep is then $y'=(1-w)y$. The two modulus theorems assume real $l$, as happens when both subsystems minimise one energy with a positive definite Hessian.

Real embedding cycles are nonlinear; passing from these eigenvalues to their convergence requires a linearisation argument near the fixed point. `norm_eigenvalue_youngFactor` evaluates the modulus at Young's factor and makes no claim that this factor is optimal.

## From eigenvectors to Lean

`sweep_eq_smul_iff` eliminates $x'$ and yields the two equations in $s$. The main theorem splits on `w * r = 0`, as above; in the degenerate case `Module.End.exists_eigenvalue` supplies some $l$. `exists_eigenvalue_norm_ge` builds both roots and contradicts their product. `norm_eigenvalue_eq` separates real and imaginary parts, finds that the real part of $u$ is half the sum of the roots, and computes $|u|^2$. The last theorem checks Young's equation and applies this result.

The square root comes from `IsAlgClosed.exists_pow_nat_eq`: in an algebraically closed field, every element has an $n$-th root for $n>0$. It returns some `r` with `r ^ 2 = u` and fixes no branch. The forward direction accepts either root, because $l$ is defined afterwards. In the converse $l$ is given, so `sq_eq_sq_iff_eq_or_eq_neg` decides between `r` and `-r`.
